# Linear extrapolation of two independent DMC runs with variances $c/(tT)$ has at least nine times the variance of one run of the same total length at the larger time step

Extrapolating diffusion Monte Carlo (DMC) energies to zero time step removes a linear bias but enlarges the statistical error; to find out by how much, each run energy is modelled here as a random variable whose variance is a constant $c>0$, the same at both time steps, divided by the imaginary time covered by the run. Two independent runs use time steps $0<t_1<t_2$ and lengths $T_1,T_2>0$. A length counts the steps over which the energy is averaged, so it measures computing cost apart from equilibration, and the imaginary time covered is $t_iT_i$. The letter $T$ is therefore neither a temperature nor an imaginary time, and $t$ is the step often written $\tau$.

With $T=T_1+T_2$, the extrapolated energy has at least nine times the variance $c/(t_2T)$ of a single run at $t_2$, and so at least three times its standard error. Equality holds exactly when $t_1=t_2/4$ and $T_1=8T_2$. For planning DMC runs within this two-point model, once $t_2$ has been chosen, the smaller step should be a quarter of it and receive eight ninths of the steps.

The counter-examples and limits below are short calculations that accompany the Lean theorems and are not part of them.

## Run variances $c/(t_iT_i)$ with $c>0$

The line through $(t_1,E_1)$ and $(t_2,E_2)$ meets zero time step at

$$E_0=\frac{t_2E_1-t_1E_2}{t_2-t_1}.$$

In Lean this is `extrapolate`, a function of four real numbers.

```lean
import Mathlib

open MeasureTheory ProbabilityTheory

namespace DMCTimeStepExtrapolation

noncomputable section

/-- Energy at zero time step on the straight line through the energies `e1` at time step `t1`
and `e2` at time step `t2`, for `t1 ≠ t2`. -/
def extrapolate (t1 t2 e1 e2 : ℝ) : ℝ := (t2 * e1 - t1 * e2) / (t2 - t1)
```

The variance law is postulated. It stands for a run in which successive local energies are correlated over a fixed imaginary time, much longer than one step, so that the number of independent samples grows as $tT$. The constant $c$ collects the fluctuation of the local energy, its correlation time and the number of walkers, and it is taken to be the same at both steps.

```lean
/-- Variance `c / (t T)` of the mean energy of a run of length `T` at time step `t`,
for nonzero `t` and `T`. -/
def runVariance (c t T : ℝ) : ℝ := c / (t * T)
```

Inserting this law into the variance of $E_0$, derived below from independence, gives

$$V=\frac{c}{(t_2-t_1)^2}\left(\frac{t_2^2}{t_1T_1}+\frac{t_1^2}{t_2T_2}\right).$$

```lean
/-- Variance formula for the extrapolated energy from runs of lengths `T1`, `T2` at time steps
`t1`, `t2`, for nonzero steps and lengths and `t1 ≠ t2`. -/
def extrapVariance (c t1 t2 T1 T2 : ℝ) : ℝ :=
  c * (t2 ^ 2 / (t1 * T1) + t1 ^ 2 / (t2 * T2)) / (t2 - t1) ^ 2
```

The next definition is the value that $V$ takes when the total length is divided in the best way. Its optimality is a theorem further down.

```lean
/-- Variance of the extrapolated energy when a total run length `T` is divided optimally between
the time steps `t1` and `t2`, for positive `t1 ≠ t2` and `T`. -/
def bestVariance (c t1 t2 T : ℝ) : ℝ :=
  c * (t2 / √t1 + t1 / √t2) ^ 2 / ((t2 - t1) ^ 2 * T)
```

The condition $c>0$ makes the prefactors of the squares in the derivation positive, and the proofs use it at the same place, in `hK`. For $c=0$, as with an exact trial function, both sides of the bound vanish. The inequality survives, but equality then holds for every choice of steps and lengths.

## A bias linear in the time step

If the energies at the two steps are $e_0+kt_1$ and $e_0+kt_2$, with unbiased energy $e_0$ and slope $k$, then

$$\frac{t_2(e_0+kt_1)-t_1(e_0+kt_2)}{t_2-t_1}=\frac{(t_2-t_1)e_0}{t_2-t_1}=e_0.$$

The Lean proof multiplies by the nonzero denominator and leaves the cancellation to `ring`.

```lean
/-- If the time-step bias is linear, extrapolation from two different time steps returns
the unbiased energy `e0`. -/
theorem extrapolate_linear_bias {t1 t2 : ℝ} (h : t1 ≠ t2) (e0 k : ℝ) :
    extrapolate t1 t2 (e0 + k * t1) (e0 + k * t2) = e0 := by
  rw [extrapolate, div_eq_iff (sub_ne_zero.2 h.symm)]
  ring
```

Linearity is a premise of this lemma alone; the variance theorems say nothing about the mean energies. Using the extrapolated energy in a real calculation also assumes that the mean energies lie on a straight line up to $t_2$. With a quadratic term $qt^2$ in the bias, the intercept is off by $-q\,t_1t_2$, while the variance is unchanged.

## Independent run energies of finite variance

Independence stands for separate runs with separate random numbers and starting populations. It removes the covariance from

$$(t_2-t_1)^2\,\mathrm{Var}\,E_0=t_2^2\,\mathrm{Var}\,E_1+t_1^2\,\mathrm{Var}\,E_2-2t_1t_2\,\mathrm{Cov}(E_1,E_2).$$

In Lean the run energies are functions `E1` and `E2` on a probability space `Ω` with measure `μ`. `IndepFun` states their independence, and `MemLp E1 2 μ` says that $E_1$ is square-integrable.

```lean
/-- For independent run energies of finite variance at different time steps, the variance of the
extrapolated energy times `(t2 - t1)²` is `t2² Var E1 + t1² Var E2`. -/
theorem variance_extrapolate {Ω : Type*} [MeasurableSpace Ω] {μ : Measure Ω}
    [IsProbabilityMeasure μ] {E1 E2 : Ω → ℝ} (h1 : MemLp E1 2 μ) (h2 : MemLp E2 2 μ)
    (hi : IndepFun E1 E2 μ) {t1 t2 : ℝ} (h : t1 ≠ t2) :
    (t2 - t1) ^ 2 * Var[fun ω => extrapolate t1 t2 (E1 ω) (E2 ω); μ]
      = t2 ^ 2 * Var[E1; μ] + t1 ^ 2 * Var[E2; μ] := by
  have hd : t2 - t1 ≠ 0 := sub_ne_zero.2 h.symm
  -- the extrapolated energy is a linear combination of the two run energies
  have e : (fun ω => extrapolate t1 t2 (E1 ω) (E2 ω))
      = (t2 / (t2 - t1)) • E1 + (-t1 / (t2 - t1)) • E2 := by
    ext ω
    simp only [extrapolate, Pi.add_apply, Pi.smul_apply, smul_eq_mul]
    ring
  have hi' : IndepFun ((t2 / (t2 - t1)) • E1) ((-t1 / (t2 - t1)) • E2) μ :=
    hi.comp (measurable_const_mul (t2 / (t2 - t1))) (measurable_const_mul (-t1 / (t2 - t1)))
  rw [e, IndepFun.variance_add (h1.const_smul _) (h2.const_smul _) hi',
    variance_smul, variance_smul]
  have e1 : (t2 - t1) * (t2 / (t2 - t1)) = t2 := by field_simp
  have e2 : (t2 - t1) * (-t1 / (t2 - t1)) = -t1 := by field_simp
  generalize t2 / (t2 - t1) = α at e1 ⊢
  generalize -t1 / (t2 - t1) = β at e2 ⊢
  linear_combination ((t2 - t1) * α + t2) * Var[E1; μ] * e1
    + ((t2 - t1) * β - t1) * Var[E2; μ] * e2
```

The proof writes $E_0$ as a linear combination of the two energies, carries independence over to the scaled variables, and adds their variances. The identities `e1` and `e2` clear the denominators, and the last command combines them.

Without any restriction on the covariance the bound fails. Take $t_1=1$, $t_2=4$, $T_1=64$, $T_2=1$ and $c=64$, so that the variances are $1$ and $16$. If the deviations of the two energies from their means satisfy $\delta E_2=4\,\delta E_1$, both variances are as prescribed, yet $E_0=(4E_1-E_2)/3$ does not fluctuate and has variance zero. Full independence is more than the calculation needs, since zero covariance gives the same $V$.

Square-integrability ensures that there is a finite variance to discuss. Mathlib assigns variance $0$ to a variable of infinite variance, so the identity just proved can fail without this hypothesis.

## Positive run lengths and their best division

Set $a=\sqrt{t_1}$, $b=\sqrt{t_2}$, $p=b^2/a$ and $r=a^2/b$. The bracket in $V$ is $p^2/T_1+r^2/T_2$, and bringing everything to a common denominator gives

$$\frac{p^2}{T_1}+\frac{r^2}{T_2}-\frac{(p+r)^2}{T_1+T_2}=\frac{(rT_1-pT_2)^2}{T_1T_2(T_1+T_2)}.$$

Since $rT_1-pT_2=(a^3T_1-b^3T_2)/(ab)$, the excess over the best value is

$$V-\frac{c\,(p+r)^2}{(t_2-t_1)^2T}=\frac{c\,(T_1a^3-T_2b^3)^2}{a^2b^2\,T_1T_2T\,(b^2-a^2)^2}.$$

Positive lengths make the prefactor of the square positive. The excess is therefore never negative, and it vanishes exactly when $T_1t_1^{3/2}=T_2t_2^{3/2}$. A small lemma states this inference once, for any excess of the form $KX^2$ with $K>0$.

```lean
/-- If a variance `x` exceeds `y` by a positive multiple of `X²`, then `y` is a lower bound
for `x`, reached exactly when `X = 0`. -/
theorem bound_of_square_excess {x y K X : ℝ} (hK : 0 < K) (h : x - y = K * X ^ 2) :
    y ≤ x ∧ (x = y ↔ X = 0) := by
  refine ⟨by linarith [mul_nonneg hK.le (sq_nonneg X)], fun e => ?_, fun e => ?_⟩
  · have h0 : K * X ^ 2 = 0 := by linarith
    exact (pow_eq_zero_iff two_ne_zero).1 ((mul_eq_zero.1 h0).resolve_left hK.ne')
  · rw [e] at h
    linarith
```

The theorem on the division of the run length replaces the time steps by $a^2$ and $b^2$, which removes the square roots, and applies the lemma. What remains is the displayed identity, which `field_simp` and `ring` verify.

```lean
/-- At fixed time steps `0 < t1 < t2` and `c > 0`, no division into two positive run lengths beats
`bestVariance`, and it is reached exactly when run lengths scale as `t ^ (-3/2)`. -/
theorem optimal_allocation {c t1 t2 T1 T2 : ℝ} (hc : 0 < c) (h1 : 0 < t1) (h12 : t1 < t2)
    (hT1 : 0 < T1) (hT2 : 0 < T2) :
    bestVariance c t1 t2 (T1 + T2) ≤ extrapVariance c t1 t2 T1 T2 ∧
    (extrapVariance c t1 t2 T1 T2 = bestVariance c t1 t2 (T1 + T2) ↔
      T1 * √t1 ^ 3 = T2 * √t2 ^ 3) := by
  have h2 : 0 < t2 := h1.trans h12
  obtain ⟨a, ha, rfl⟩ : ∃ a, 0 < a ∧ t1 = a ^ 2 :=
    ⟨√t1, Real.sqrt_pos.2 h1, (Real.sq_sqrt h1.le).symm⟩
  obtain ⟨b, hb, rfl⟩ : ∃ b, 0 < b ∧ t2 = b ^ 2 :=
    ⟨√t2, Real.sqrt_pos.2 h2, (Real.sq_sqrt h2.le).symm⟩
  have hd : 0 < b ^ 2 - a ^ 2 := sub_pos.2 h12
  have hd' := hd.ne'
  have hT : T1 + T2 ≠ 0 := by positivity
  have hK : 0 < c / (a ^ 2 * b ^ 2 * T1 * T2 * (T1 + T2) * (b ^ 2 - a ^ 2) ^ 2) :=
    div_pos hc (mul_pos (by positivity) (pow_pos hd 2))
  simp only [extrapVariance, bestVariance, Real.sqrt_sq ha.le, Real.sqrt_sq hb.le]
  rw [← sub_eq_zero (a := T1 * a ^ 3)]
  apply bound_of_square_excess hK
  field_simp
  ring
```

If either length tends to zero while the other quantities stay fixed, $V$ grows without limit, because the line then rests on a point with no statistics.

## Ordered time steps $0<t_1<t_2$

The reference run uses the larger step, and the order of the steps expresses this. From $a^3+b^3=(a+b)(a^2-ab+b^2)$ and $b^2-a^2=(b-a)(a+b)$, the best value equals

$$\frac{c\,(a^2-ab+b^2)^2}{a^2b^2(b-a)^2T}.$$

Subtracting $9c/(b^2T)$ leaves a difference of two squares in the numerator:

$$(a^2-ab+b^2)^2-9a^2(b-a)^2=(b-2a)^2\,\bigl(b^2+2a(b-a)\bigr).$$

Because $b>a>0$, the last factor is positive. The excess is thus non-negative and vanishes exactly at $b=2a$, that is, at $t_1=t_2/4$.

In the proof, `hN` is the positivity of that factor and `hX` translates $b-2a=0$ into the condition on the time steps. The Lean prefactor carries an extra $(a+b)^2$ above and below the fraction line, which cancels.

```lean
/-- With optimally divided run length `T > 0` and `c > 0`, extrapolation from `0 < t1 < t2` has at
least nine times the variance of one run at `t2`, with equality exactly at `t1 = t2 / 4`. -/
theorem optimal_time_step {c t1 t2 T : ℝ} (hc : 0 < c) (h1 : 0 < t1) (h12 : t1 < t2)
    (hT : 0 < T) :
    9 * runVariance c t2 T ≤ bestVariance c t1 t2 T ∧
    (bestVariance c t1 t2 T = 9 * runVariance c t2 T ↔ t1 = t2 / 4) := by
  have h2 : 0 < t2 := h1.trans h12
  obtain ⟨a, ha, rfl⟩ : ∃ a, 0 < a ∧ t1 = a ^ 2 :=
    ⟨√t1, Real.sqrt_pos.2 h1, (Real.sq_sqrt h1.le).symm⟩
  obtain ⟨b, hb, rfl⟩ : ∃ b, 0 < b ∧ t2 = b ^ 2 :=
    ⟨√t2, Real.sqrt_pos.2 h2, (Real.sq_sqrt h2.le).symm⟩
  have hab : 0 < b - a := sub_pos.2 (lt_of_pow_lt_pow_left₀ 2 hb.le h12)
  have hd : 0 < b ^ 2 - a ^ 2 := sub_pos.2 h12
  have hd' := hd.ne'
  have hN : 0 < b ^ 2 + 2 * a * (b - a) :=
    add_pos (by positivity) (mul_pos (by positivity) hab)
  have hK : 0 < c * (b ^ 2 + 2 * a * (b - a)) * (a + b) ^ 2
      / (a ^ 2 * b ^ 2 * T * (b ^ 2 - a ^ 2) ^ 2) :=
    div_pos (mul_pos (mul_pos hc hN) (by positivity)) (mul_pos (by positivity) (pow_pos hd 2))
  -- the ratio of the time steps enters through the square of `b - 2 a`
  have hX : b - 2 * a = 0 ↔ a ^ 2 = b ^ 2 / 4 := by
    constructor
    · intro h
      have hb2 : b = 2 * a := by linarith
      rw [hb2]
      ring
    · intro h
      have h0 : (b - 2 * a) * (b + 2 * a) = 0 := by linear_combination (-4) * h
      exact (mul_eq_zero.1 h0).resolve_right (by positivity)
  simp only [runVariance, bestVariance, Real.sqrt_sq ha.le, Real.sqrt_sq hb.le]
  rw [← hX]
  apply bound_of_square_excess hK
  field_simp
  ring
```

For positive steps that are merely different, the bound can fail. With $t_1=4$, $t_2=1$, $T_1=1$ and $T_2=8$, the formula gives $V=c/4$, whereas nine times the variance of a run at $t_2$ is $9c/(1\cdot 9)=c$.

The limits at both ends of the allowed range show why the optimum lies between them. As $t_1\to0$ at fixed $t_2$ and $T$, the best variance grows as $c/(t_1T)$, since the short steps cover little imaginary time. As $t_1\to t_2$ it grows as $4ct_2/((t_2-t_1)^2T)$, since the line is fixed by two nearly coincident points.

The two bounds combine into a chain: nine times the reference variance is at most the best variance, which is at most $V$. Equality of the ends forces equality at both links. The first link gives $t_1=t_2/4$ as before; then $b=2a$, and the division rule $T_1a^3=T_2b^3$ becomes $T_1=8T_2$. The step `key` in the proof is this translation.

```lean
/-- For `c > 0`, `0 < t1 < t2` and positive run lengths, the variance formula is at least nine
times that of one run at `t2` of the total length, with equality iff `t1 = t2/4`, `T1 = 8 T2`. -/
theorem extrapVariance_bound {c t1 t2 T1 T2 : ℝ} (hc : 0 < c) (h1 : 0 < t1) (h12 : t1 < t2)
    (hT1 : 0 < T1) (hT2 : 0 < T2) :
    9 * runVariance c t2 (T1 + T2) ≤ extrapVariance c t1 t2 T1 T2 ∧
    (extrapVariance c t1 t2 T1 T2 = 9 * runVariance c t2 (T1 + T2) ↔
      t1 = t2 / 4 ∧ T1 = 8 * T2) := by
  obtain ⟨hA, hAeq⟩ := optimal_allocation hc h1 h12 hT1 hT2
  obtain ⟨hB, hBeq⟩ := optimal_time_step hc h1 h12 (add_pos hT1 hT2)
  -- at the optimal ratio of time steps the allocation rule reads `T1 = 8 T2`
  have key : t1 = t2 / 4 → (T1 * √t1 ^ 3 = T2 * √t2 ^ 3 ↔ T1 = 8 * T2) := by
    intro h
    have hs : √t2 = 2 * √t1 := by
      rw [show t2 = 2 ^ 2 * t1 by linarith, Real.sqrt_mul (by positivity),
        Real.sqrt_sq (by norm_num)]
    have hp : √t1 ^ 3 ≠ 0 := (pow_pos (Real.sqrt_pos.2 h1) 3).ne'
    rw [hs]
    constructor
    · intro e
      exact mul_right_cancel₀ hp (by linear_combination e)
    · intro e
      rw [e]
      ring
  refine ⟨hB.trans hA, fun e => ?_, fun ⟨ht, hT⟩ => ?_⟩
  · have ht := hBeq.1 (by linarith)
    exact ⟨ht, (key ht).1 (hAeq.1 (by linarith))⟩
  · exact (hAeq.2 ((key ht).2 hT)).trans (hBeq.2 ht)
```

## All hypotheses together, for the random energies

The main theorem concerns the variance of the extrapolated random variable itself, named `V`. The hypotheses `hv1` and `hv2` supply the variances of the individual runs, while the variance of the combination is derived. The conclusion has three parts: the formula for `V`, the bound, and the equality case.

```lean
/-- Independent DMC runs at `0 < t1 < t2` with positive lengths and finite variances `c/(t T)`,
`c > 0`, give an extrapolated energy with variance `extrapVariance`, at least nine times that of
one run at `t2` of the total length; equality holds iff `t1 = t2/4` and `T1 = 8 T2`. -/
theorem dmc_extrapolation_cost {Ω : Type*} [MeasurableSpace Ω] {μ : Measure Ω}
    [IsProbabilityMeasure μ] {E1 E2 : Ω → ℝ} (hE1 : MemLp E1 2 μ) (hE2 : MemLp E2 2 μ)
    (hi : IndepFun E1 E2 μ) {c t1 t2 T1 T2 : ℝ} (hc : 0 < c) (h1 : 0 < t1) (h12 : t1 < t2)
    (hT1 : 0 < T1) (hT2 : 0 < T2)
    (hv1 : Var[E1; μ] = runVariance c t1 T1) (hv2 : Var[E2; μ] = runVariance c t2 T2) :
    let V := Var[fun ω => extrapolate t1 t2 (E1 ω) (E2 ω); μ]
    V = extrapVariance c t1 t2 T1 T2 ∧ 9 * runVariance c t2 (T1 + T2) ≤ V ∧
    (V = 9 * runVariance c t2 (T1 + T2) ↔ t1 = t2 / 4 ∧ T1 = 8 * T2) := by
  intro V
  have hV : V = extrapVariance c t1 t2 T1 T2 := by
    have h := variance_extrapolate hE1 hE2 hi h12.ne
    rw [hv1, hv2, runVariance, runVariance] at h
    rw [extrapVariance, eq_div_iff (pow_pos (sub_pos.2 h12) 2).ne']
    linear_combination h
  rw [hV]
  exact ⟨rfl, extrapVariance_bound hc h1 h12 hT1 hT2⟩
```

The proof inserts `hv1` and `hv2` into the identity obtained from independence, divides by $(t_2-t_1)^2$, and applies the bound for the formula.

The cost of an even division follows from the same formula. At $t_1=t/4$ and $t_2=t$ with $T_1=T_2=T/2$,

$$V=\frac{c}{(3t/4)^2}\left(\frac{8t}{T}+\frac{t}{8T}\right)=\frac{130}{9}\,\frac{c}{tT}.$$

Lengths $8T/9$ and $T/9$ give $9c/(tT)$ instead. The ratio is $130/81\approx1.60$, so at these time steps equal run lengths need about 60% more steps in total for the same statistical error. The proof evaluates the two variances separately, as `e1` and `e2`, and divides.

```lean
/-- At time steps `t/4` and `t`, two runs of equal length give `130/81` times the variance of
runs divided as 8 to 1, for the same total length `T > 0` and `c, t > 0`. -/
theorem equal_run_lengths {c t T : ℝ} (hc : 0 < c) (ht : 0 < t) (hT : 0 < T) :
    extrapVariance c (t / 4) t (T / 2) (T / 2)
      / extrapVariance c (t / 4) t (8 * T / 9) (T / 9) = 130 / 81 := by
  have hs : t - t / 4 = 3 / 4 * t := by ring
  have e1 : extrapVariance c (t / 4) t (T / 2) (T / 2) = 130 / 9 * (c / (t * T)) := by
    rw [extrapVariance, hs]
    field_simp
    ring
  have e2 : extrapVariance c (t / 4) t (8 * T / 9) (T / 9) = 9 * (c / (t * T)) := by
    rw [extrapVariance, hs]
    field_simp
    ring
  rw [e1, e2, div_eq_iff (by positivity)]
  ring

end

end DMCTimeStepExtrapolation
```

```lean
#print axioms DMCTimeStepExtrapolation.extrapolate_linear_bias
-- 'DMCTimeStepExtrapolation.extrapolate_linear_bias' depends on axioms: [propext, Classical.choice, Quot.sound]
#print axioms DMCTimeStepExtrapolation.dmc_extrapolation_cost
-- 'DMCTimeStepExtrapolation.dmc_extrapolation_cost' depends on axioms: [propext, Classical.choice, Quot.sound]
#print axioms DMCTimeStepExtrapolation.equal_run_lengths
-- 'DMCTimeStepExtrapolation.equal_run_lengths' depends on axioms: [propext, Classical.choice, Quot.sound]
```
